# For a particle-hole invariant functional, the D and Q conditions are equivalent

Q: Take two fermionic modes and a trial functional that gives weight 1 to each singly filled state, −1 to the vacuum and 0 to the doubly filled state. The total weight is 1 and both occupations are 1. Its two-particle matrix vanishes, so it passes the D condition, although the vacuum has "probability" −1. If D is the only test, this functional gets through. Why should particle-hole symmetry make the omission safe?

A: Because the symmetry ties the two matrices together entry by entry. Let a_i annihilate a fermion in mode i, let * be the adjoint, and let w be the linear functional that plays the part of the expectation value. The two matrices are

D_(ij,kl) = w(a_i* a_j* a_l a_k)

Q_(ij,kl) = w(a_i a_j a_l* a_k*)

and each condition says that its matrix is positive semidefinite. Now let θ be a map that preserves sums, products, adjoints and complex multiples, with θ(a_i) = s_i a_i* and s_i = ±1. Taking adjoints, and using that s_i is real,

θ(a_i*) = (s_i a_i*)* = s_i a_i.

If w(θ(x)) = w(x) for every x, we may put θ inside w:

D_(ij,kl) = w(θ(a_i* a_j* a_l a_k)) = s_i s_j s_l s_k w(a_i a_j a_l* a_k*).

Write p = (i,j), q = (k,l) and t_p = s_i s_j. Then

D_pq = t_p t_q Q_pq.

For any complex vector c, with an overbar for the complex conjugate,

Σ_pq c̄_p D_pq c_q = Σ_pq (t_p c̄_p) Q_pq (t_q c_q).

The right side is the quadratic form of Q at the vector with components t_p c_p. If Q is positive semidefinite, so is D. Since t_p² = 1, the relation inverts to Q_pq = t_p t_q D_pq, which gives the converse.

Q: I didn't see the anticommutation relations anywhere. What does the formal version take as its fermions?

A: It starts from a ring `A` with an adjoint and complex scalars. The relations are a separate hypothesis, `CAR`, which the equivalence doesn't use.

In Lean 4 with Mathlib:

```lean
import Mathlib

open Matrix
open scoped ComplexOrder

namespace ParticleHoleRepresentability

noncomputable section

variable {ι A : Type*} [Ring A] [StarRing A] [Algebra ℂ A]

/-- The canonical anticommutation relations for annihilation operators `a i`. -/
structure CAR [DecidableEq ι] (a : ι → A) : Prop where
  anti : ∀ i j, a i * a j + a j * a i = 0
  mixed : ∀ i j, a i * star (a j) + star (a j) * a i = if i = j then 1 else 0
```

Q: And the symmetry? Physicists use the name for several different maps.

A: Here it is the linear one that keeps each mode in place. The type `A →⋆ₐ[ℂ] A` says that `θ` preserves the algebra and the adjoint; it needn't be invertible, so automorphisms are a special case. Maps that also permute modes, or that bring in general phases, don't fit this definition.

```lean
/-- A particle-hole transformation sends each `a i` to its adjoint, up to a sign `s i`. -/
def IsParticleHole (θ : A →⋆ₐ[ℂ] A) (a : ι → A) (s : ι → ℂ) : Prop :=
  ∀ i, (s i = 1 ∨ s i = -1) ∧ θ (a i) = s i • star (a i)
```

Q: Are the matrices the ones I would write down?

A: Yes, with ordered pairs as indices and no factor 1/2. `p.1` and `p.2` are i and j, while `q.1` and `q.2` are k and l. For fermions the rows with i = j vanish, and exchanging i and j flips the sign of a row.

```lean
/-- The two-particle matrix `D`, with entries `w(a_i* a_j* a_l a_k)`. -/
def pairMatrix (w : A →ₗ[ℂ] ℂ) (a : ι → A) : Matrix (ι × ι) (ι × ι) ℂ :=
  Matrix.of fun p q => w (star (a p.1) * star (a p.2) * a q.2 * a q.1)

/-- The two-hole matrix `Q`, with entries `w(a_i a_j a_l* a_k*)`. -/
def holePairMatrix (w : A →ₗ[ℂ] ℂ) (a : ι → A) : Matrix (ι × ι) (ι × ι) ℂ :=
  Matrix.of fun p q => w (a p.1 * a p.2 * star (a q.2) * star (a q.1))

/-- The sign `s_i s_j` that a pair of modes acquires. -/
def pairSign (s : ι → ℂ) (p : ι × ι) : ℂ := s p.1 * s p.2
```

Q: Now show me the derivation in the code.

A: The first lemma is θ(a_i*) = s_i a_i, checked for each of the two signs. The second says that t_p is again 1 or −1.

```lean
/-- A particle-hole transformation sends each creation operator to the annihilation
operator of the same mode, with the same sign. -/
theorem IsParticleHole.map_creation {θ : A →⋆ₐ[ℂ] A} {a : ι → A} {s : ι → ℂ}
    (h : IsParticleHole θ a s) (i : ι) : θ (star (a i)) = s i • a i := by
  rw [map_star, (h i).2]
  rcases (h i).1 with e | e <;> simp [e]

/-- The sign of a pair of modes is `1` or `-1` under a particle-hole transformation. -/
theorem IsParticleHole.pairSign_values {θ : A →⋆ₐ[ℂ] A} {a : ι → A} {s : ι → ℂ}
    (h : IsParticleHole θ a s) (p : ι × ι) : pairSign s p = 1 ∨ pairSign s p = -1 := by
  rcases (h p.1).1 with e | e <;> rcases (h p.2).1 with f | f <;> simp [pairSign, e, f]
```

The next lemma is the entrywise relation. The hypothesis `hw` is the invariance of w. Rewriting with it backwards puts `θ` inside the expectation value, `simp` distributes it over the four factors and pulls out the signs, and `ring` reorders them.

```lean
/-- For a functional invariant under a particle-hole transformation, the entries of `D`
and `Q` agree up to the signs of the two pairs. -/
theorem pairMatrix_eq_sign_mul {θ : A →⋆ₐ[ℂ] A} {a : ι → A} {s : ι → ℂ}
    (h : IsParticleHole θ a s) {w : A →ₗ[ℂ] ℂ} (hw : ∀ x, w (θ x) = w x) (p q : ι × ι) :
    pairMatrix w a p q = pairSign s p * pairSign s q * holePairMatrix w a p q := by
  have h1 : ∀ i, θ (a i) = s i • star (a i) := fun i => (h i).2
  have h2 := h.map_creation
  simp only [pairMatrix, holePairMatrix, pairSign, Matrix.of_apply]
  -- insert the transformation inside the expectation value
  rw [← hw (star (a p.1) * star (a p.2) * a q.2 * a q.1)]
  simp only [map_mul, h1, h2, smul_mul_assoc, mul_smul_comm, map_smul, smul_eq_mul]
  ring
```

The change of signs is then written as a matrix product, M = T* N T with T the diagonal matrix of signs. Mathlib already knows that such a product inherits positive semidefiniteness from N.

```lean
/-- Changing the signs of basis vectors preserves positive semidefiniteness. -/
theorem posSemidef_of_sign_change {κ : Type*} [Fintype κ] {M N : Matrix κ κ ℂ} {t : κ → ℂ}
    (ht : ∀ p, t p = 1 ∨ t p = -1) (h : ∀ p q, M p q = t p * t q * N p q)
    (hN : N.PosSemidef) : M.PosSemidef := by
  classical
  have hM : M = (diagonal t)ᴴ * N * diagonal t := by
    ext p q
    have hp : (star t) p = t p := by rcases ht p with e | e <;> simp [e]
    rw [Matrix.mul_diagonal, Matrix.diagonal_conjTranspose, Matrix.diagonal_mul, h, hp]
    ring
  rw [hM]
  exact hN.conjTranspose_mul_mul_same _
```

Q: And the main statement?

A: In words: for finitely many modes, a particle-hole transformation `θ` and a linear functional `w` invariant under it, `holePairMatrix w a` is positive semidefinite if and only if `pairMatrix w a` is. One direction applies the previous two lemmas directly; the other first inverts the relation by going through the values of the two signs.

```lean
/-- For a linear functional invariant under a particle-hole transformation of finitely many
modes, the `Q` condition holds if and only if the `D` condition holds. -/
theorem q_condition_iff_d_condition [Fintype ι] {θ : A →⋆ₐ[ℂ] A} {a : ι → A} {s : ι → ℂ}
    (h : IsParticleHole θ a s) {w : A →ₗ[ℂ] ℂ} (hw : ∀ x, w (θ x) = w x) :
    (holePairMatrix w a).PosSemidef ↔ (pairMatrix w a).PosSemidef := by
  have ht := h.pairSign_values
  refine ⟨posSemidef_of_sign_change ht (pairMatrix_eq_sign_mul h hw),
    posSemidef_of_sign_change ht fun p q => ?_⟩
  -- the signs square to one, so the relation can be inverted
  rw [pairMatrix_eq_sign_mul h hw]
  rcases ht p with e | e <;> rcases ht q with f | f <;> simp [e, f]
```

Positivity of `w` is not assumed. That matters, because for a genuine state both conditions hold automatically, and they are useful precisely as tests on trial functionals. Nor does the theorem make D sufficient for N-representability: a functional that passes both tests may still come from no fermionic state.

Q: You haven't assumed half filling either. Where does it enter?

A: It is a consequence, once the anticommutation relations are added. Invariance gives

w(a_i* a_i) = s_i² w(a_i a_i*) = w(a_i a_i*),

and the relations give w(a_i a_i*) + w(a_i* a_i) = w(1). Each occupation is therefore w(1)/2, or 1/2 for a normalised functional. The proof obtains these two equations as `h1` and `h2` and combines them linearly.

```lean
/-- For fermionic modes, a particle-hole invariant functional gives every mode the
occupation `w(1)/2`. -/
theorem half_filling [DecidableEq ι] {θ : A →⋆ₐ[ℂ] A} {a : ι → A} {s : ι → ℂ}
    (hc : CAR a) (h : IsParticleHole θ a s) {w : A →ₗ[ℂ] ℂ} (hw : ∀ x, w (θ x) = w x)
    (i : ι) : w (star (a i) * a i) = w 1 / 2 := by
  -- the symmetry exchanges the occupation of a mode with its hole occupation
  have h1 := hw (star (a i) * a i)
  rw [map_mul θ, h.map_creation, (h i).2] at h1
  simp only [smul_mul_assoc, mul_smul_comm, map_smul, smul_eq_mul] at h1
  have h2 : w (a i * star (a i)) + w (star (a i) * a i) = w 1 := by
    rw [← map_add, hc.mixed, if_pos rfl]
  rcases (h i).1 with e | e <;> rw [e] at h1 <;> linear_combination (h2 - h1) / 2
```

Q: Can all these hypotheses be met by real fermion operators, with a D that isn't zero?

A: Two modes are enough. Number them 0 and 1, as the code does, and order the basis as vacuum, mode 1 filled, mode 0 filled, both filled. The annihilators are 4×4 matrices, and reversing the order of the basis exchanges particles and holes, with signs 1 and −1.

```lean
/-- Annihilation matrices of two fermionic modes in the basis
vacuum, second mode filled, first mode filled, both filled. -/
def mode : Fin 2 → Matrix (Fin 4) (Fin 4) ℂ :=
  ![!![0, 0, 1, 0; 0, 0, 0, 1; 0, 0, 0, 0; 0, 0, 0, 0],
    !![0, 1, 0, 0; 0, 0, 0, 0; 0, 0, 0, -1; 0, 0, 0, 0]]

/-- The same two annihilation matrices with integer entries. -/
def modeInt : Fin 2 → Matrix (Fin 4) (Fin 4) ℤ :=
  ![!![0, 0, 1, 0; 0, 0, 0, 1; 0, 0, 0, 0; 0, 0, 0, 0],
    !![0, 1, 0, 0; 0, 0, 0, 0; 0, 0, 0, -1; 0, 0, 0, 0]]

/-- The map on two-mode operators that reverses the order of the four basis states. -/
def swap : Matrix (Fin 4) (Fin 4) ℂ →⋆ₐ[ℂ] Matrix (Fin 4) (Fin 4) ℂ where
  toFun X := X.submatrix Fin.revPerm Fin.revPerm
  map_one' := Matrix.submatrix_one_equiv _
  map_mul' X Y := (Matrix.submatrix_mul_equiv X Y _ _ _).symm
  map_zero' := rfl
  map_add' _ _ := rfl
  commutes' r := by
    ext i j
    simp [Matrix.algebraMap_matrix_apply]
  map_star' _ := rfl
```

The anticommutation relations are checked by finite computation on the integer copies and then carried over to the complex matrices.

```lean
/-- The two-mode matrices satisfy the canonical anticommutation relations. -/
theorem mode_car : CAR mode := by
  have hm : ∀ i, mode i = (Int.castRingHom ℂ).mapMatrix (modeInt i) := by
    intro i
    ext r c
    fin_cases i <;> fin_cases r <;> fin_cases c <;> simp [mode, modeInt]
  have hs : ∀ i, star (mode i) = (Int.castRingHom ℂ).mapMatrix (modeInt i)ᵀ := by
    intro i
    rw [hm]
    ext r c
    simp [Matrix.star_apply]
  -- the relations are finite checks on integer matrices
  have h1 : ∀ i j, modeInt i * modeInt j + modeInt j * modeInt i = 0 := by
    decide +kernel
  have h2 : ∀ i j, modeInt i * (modeInt j)ᵀ + (modeInt j)ᵀ * modeInt i =
      if i = j then 1 else 0 := by
    decide +kernel
  constructor
  · intro i j
    rw [hm i, hm j, ← map_mul, ← map_mul, ← map_add, h1, map_zero]
  · intro i j
    rw [hs j, hm i, ← map_mul, ← map_mul, ← map_add, h2]
    split_ifs
    · exact map_one _
    · exact map_zero _
```

For the functional, take the trace. It has w(1) = 4 and D_(01,01) = 1; divided by 4, it is the maximally mixed state with D_(01,01) = 1/4. The proof compares matrix entries for the action of `swap`, and reindexes a sum for the invariance of the trace.

```lean
/-- On two fermionic modes, `swap` is a particle-hole transformation with signs `1, -1`, the
trace is invariant under it, and the `D` matrix of the trace has an entry equal to `1`. -/
theorem particleHole_witness :
    CAR mode ∧ IsParticleHole swap mode ![1, -1] ∧
    (∀ X, Matrix.traceLinearMap (Fin 4) ℂ ℂ (swap X) = Matrix.traceLinearMap (Fin 4) ℂ ℂ X) ∧
    pairMatrix (Matrix.traceLinearMap (Fin 4) ℂ ℂ) mode (0, 1) (0, 1) = 1 := by
  refine ⟨mode_car, fun i => ⟨by fin_cases i <;> simp, ?_⟩, fun X => ?_, ?_⟩
  · ext r c
    change mode i r.rev c.rev = _
    fin_cases i <;> fin_cases r <;> fin_cases c <;>
      simp [mode, Matrix.star_apply, Fin.rev]
  · exact Equiv.sum_comp Fin.revPerm (fun i => X i i)
  · simp [pairMatrix, mode, Matrix.trace, Matrix.mul_apply, Fin.sum_univ_four,
      Matrix.star_apply]
```

Q: Give me numbers where the conditions could fail.

A: Put weight x on the vacuum, x on the doubly filled state, and 1/2 − x on each singly filled state. The total is 1, and reversing the basis changes nothing, so the functional is invariant. Each occupation is (1/2 − x) + x = 1/2. On the pairs (0,1) and (1,0), D and Q are both

[ x  −x ]
[ −x  x ]

with eigenvalues 2x and 0; all other entries vanish. For x = 1/8 the nonzero eigenvalue is 1/4 and both conditions hold. For x = −1/8 it is −1/4 and both fail. Either matrix detects this negative weight. Neither detects the one at x = 3/4, where each singly filled state has weight −1/4 but the eigenvalues are 3/2 and 0.

Q: And my functional from the beginning?

A: It is the one called `skewed`. It isn't invariant, since reversing the basis would move the weight −1 from the vacuum to the doubly filled state.

```lean
/-- The functional with weight `1` on each singly filled state and `-1` on the vacuum. -/
def skewed : Matrix (Fin 4) (Fin 4) ℂ →ₗ[ℂ] ℂ where
  toFun X := X 1 1 + X 2 2 - X 0 0
  map_add' X Y := by simp only [Matrix.add_apply]; ring
  map_smul' c X := by simp only [Matrix.smul_apply, smul_eq_mul, RingHom.id_apply]; ring
```

The last theorem confirms what you said about it. Two annihilators in a row give zero on every basis state except the doubly filled one, which has weight 0, so D = 0. But Q_(01,01) is the vacuum weight, −1, and a positive semidefinite matrix has no negative diagonal entry.

```lean
/-- Without particle-hole invariance the equivalence can fail: the functional `skewed` is
normalized, gives both modes occupation `1`, and meets the `D` but not the `Q` condition. -/
theorem q_condition_independent_without_symmetry :
    skewed 1 = 1 ∧ (∀ i, skewed (star (mode i) * mode i) = 1) ∧
    (pairMatrix skewed mode).PosSemidef ∧ ¬ (holePairMatrix skewed mode).PosSemidef := by
  refine ⟨by simp [skewed], fun i => ?_, ?_, fun hQ => ?_⟩
  · fin_cases i <;>
      simp [skewed, mode, Matrix.mul_apply, Fin.sum_univ_four, Matrix.star_apply]
  · -- a product of two annihilators gives zero on the first three basis states
    have h : ∀ l k r, (mode l * mode k) r 0 = 0 ∧ (mode l * mode k) r 1 = 0 ∧
        (mode l * mode k) r 2 = 0 := by
      intro l k r
      fin_cases l <;> fin_cases k <;> fin_cases r <;>
        simp [mode, Matrix.mul_apply, Fin.sum_univ_four]
    have hz : ∀ (Y : Matrix (Fin 4) (Fin 4) ℂ) (l k : Fin 2),
        skewed (Y * (mode l * mode k)) = 0 := by
      intro Y l k
      change (Y * (mode l * mode k)) 1 1 + (Y * (mode l * mode k)) 2 2
        - (Y * (mode l * mode k)) 0 0 = 0
      rw [Matrix.mul_apply, Matrix.mul_apply, Matrix.mul_apply]
      simp only [(h l k _).1, (h l k _).2.1, (h l k _).2.2, mul_zero,
        Finset.sum_const_zero, add_zero, sub_zero]
    have hD : pairMatrix skewed mode = 0 := by
      ext p q
      change skewed (star (mode p.1) * star (mode p.2) * mode q.2 * mode q.1) = 0
      rw [mul_assoc (star (mode p.1) * star (mode p.2))]
      exact hz _ _ _
    rw [hD]
    exact Matrix.PosSemidef.zero
  · -- the vacuum weight appears as a negative diagonal entry
    have hneg : holePairMatrix skewed mode (0, 1) (0, 1) = -1 := by
      simp [holePairMatrix, skewed, mode, Matrix.mul_apply, Fin.sum_univ_four,
        Matrix.star_apply]
    have hpos : 0 ≤ holePairMatrix skewed mode (0, 1) (0, 1) := hQ.diag_nonneg
    rw [hneg] at hpos
    have hre := (Complex.le_def.1 hpos).1
    norm_num at hre

end

end ParticleHoleRepresentability
```

```lean
#print axioms ParticleHoleRepresentability.q_condition_iff_d_condition
-- 'ParticleHoleRepresentability.q_condition_iff_d_condition' depends on axioms: [propext, Classical.choice, Quot.sound]
#print axioms ParticleHoleRepresentability.half_filling
-- 'ParticleHoleRepresentability.half_filling' depends on axioms: [propext, Classical.choice, Quot.sound]
#print axioms ParticleHoleRepresentability.q_condition_independent_without_symmetry
-- 'ParticleHoleRepresentability.q_condition_independent_without_symmetry' depends on axioms: [propext, Classical.choice, Quot.sound]
```

So the anticommutation relations and normalisation alone don't give the equivalence. The example doesn't show that full invariance is necessary.

Q: Where would I meet this in an actual calculation?

A: Take a six-site Hubbard ring with real nearest-neighbour hopping and the interaction U(n↑ − 1/2)(n↓ − 1/2) on each site, where n↑ and n↓ are the site's spin occupations and U is the coupling. Choose s_i = 1 on one sublattice and −1 on the other, for both spins. The Hamiltonian is then unchanged by θ: the sign from reordering a hopping term cancels against the sublattice sign.

A variational calculation of the two-body density matrix minimises the energy over trial values of D and the one-body matrix, with Q written linearly in terms of them through the anticommutation relations. There are 12 spin orbitals and hence 66 independent pairs. Imposing D and Q separately means two 66×66 semidefinite constraints. If the linear equalities D_pq = t_p t_q Q_pq are imposed on the trial values, one of the two is enough. These equalities force every occupation to be 1/2, so they suit the ring with six electrons and not a doped one. With six electrons they don't raise the minimum: averaging trial values with their image under θ satisfies the equalities, keeps D and Q positive semidefinite and leaves the energy unchanged. An average occupation of 1/2 over the spin orbitals doesn't imply these equalities: with six spin orbitals filled and six empty the average is 1/2, but a pair p of two different filled orbitals has D_pp = 1 and Q_pp = 0.
